# Exact recovery of a polynomial of degree below N from its values at N Chebyshev nodes

Let N ≥ 1, let x_j = cos((2j+1)π/(2N)) for j = 0, …, N−1, and let p be a real polynomial of degree below N. Then for every real x, inside or outside [−1, 1],

p(x) = (1/N) Σ_{j=0}^{N−1} p(x_j) (1 + 2 Σ_{k=1}^{N−1} T_k(x_j) T_k(x)).

Here T_k is the Chebyshev polynomial with T_k(cos θ) = cos kθ. Chebyshev series are used in electronic structure and quantum dynamics to apply functions of a Hamiltonian whose spectrum has been scaled into [−1, 1]. For a polynomial of degree below N, the formula gives the exact coefficients; it gives no error bound for a Fermi function or an exponential.

## Nodes, transform and reconstruction

The Chebyshev polynomials come from Mathlib, where `T ℝ (k : ℤ)` carries an integer index.

```lean
import Mathlib

open Polynomial Real
open Polynomial.Chebyshev (T T_real_cos T_zero T_one T_add_two)

namespace DiscreteChebyshevTransform

noncomputable section
```

Write θ_j = (2j+1)π/(2N) for the node angles.

```lean
/-- The angle `(2j+1)π/(2N)` of the `j`-th Chebyshev node. -/
def angle (N j : ℕ) : ℝ := (2 * (j : ℝ) + 1) * π / (2 * (N : ℝ))
```

The nodes are x_j = cos θ_j.

```lean
/-- The `j`-th Chebyshev node `cos((2j+1)π/(2N))`. -/
def node (N j : ℕ) : ℝ := Real.cos (angle N j)
```

Data f_0, …, f_{N−1} are modelled as a function `f : ℕ → ℝ`, of which only the first N values are used. Their discrete transform is

c_k(f) = (1/N) Σ_{j=0}^{N−1} f_j T_k(x_j).

The factor 2 for k ≥ 1 is kept out of c_k and appears in the series instead.

```lean
/-- The `k`-th coefficient of the discrete Chebyshev transform of data `f` sampled at the nodes. -/
def chebCoeff (N : ℕ) (f : ℕ → ℝ) (k : ℕ) : ℝ :=
  (1 / (N : ℝ)) * ∑ j ∈ Finset.range N, f j * (T ℝ (k : ℤ)).eval (node N j)
```

The function reconstructed from the data is

I_f(x) = (1/N) Σ_{j=0}^{N−1} f_j (1 + 2 Σ_{k=1}^{N−1} T_k(x_j) T_k(x)).

In Lean, `Finset.range N` is the range 0, …, N−1 and `Finset.Ico 1 N` is 1, …, N−1.

```lean
/-- The function reconstructed from data `f` at the nodes by means of the Chebyshev kernel. -/
def interpolant (N : ℕ) (f : ℕ → ℝ) (x : ℝ) : ℝ :=
  (1 / (N : ℝ)) * ∑ j ∈ Finset.range N, f j *
    (1 + 2 * ∑ k ∈ Finset.Ico 1 N, (T ℝ (k : ℤ)).eval (node N j) * (T ℝ (k : ℤ)).eval x)
```

## (a) A closed form for the cosine sum

**Task.** For N ≥ 1 and real φ, show that

sin(φ/2) (1 + 2 Σ_{k=1}^{N−1} cos kφ) = sin(Nφ − φ/2).

**Solution.** For N = 1 the sum is empty and both sides are sin(φ/2). Going from n to n+1 adds to the left side

2 sin(φ/2) cos nφ = sin(nφ + φ/2) − sin(nφ − φ/2),

which is exactly the change on the right. The Lean proof is this induction; `linear_combination ih` closes the step once the sines are expanded.

```lean
/-- For `N ≥ 1`, closed form of `1 + 2 Σ_{k=1}^{N-1} cos(kφ)` multiplied by `sin(φ/2)`. -/
theorem sin_mul_cosine_sum {N : ℕ} (hN : 1 ≤ N) (φ : ℝ) :
    Real.sin (φ / 2) * (1 + 2 * ∑ k ∈ Finset.Ico 1 N, Real.cos ((k : ℝ) * φ))
      = Real.sin ((N : ℝ) * φ - φ / 2) := by
  induction N, hN using Nat.le_induction with
  | base =>
    have h : ((1 : ℕ) : ℝ) * φ - φ / 2 = φ / 2 := by
      rw [Nat.cast_one]; ring
    rw [h]
    simp
  | succ n hn ih =>
    have h : ((n + 1 : ℕ) : ℝ) * φ - φ / 2 = (n : ℝ) * φ + φ / 2 := by
      rw [Nat.cast_add, Nat.cast_one]; ring
    rw [Finset.sum_Ico_succ_top hn, h, Real.sin_add]
    rw [Real.sin_sub] at ih
    linear_combination ih
```

## (b) The Nth harmonic vanishes at the node angles

**Task.** Show that cos Nθ_j = 0 for N > 0.

**Solution.** Nθ_j = (2j+1)π/2 = jπ + π/2, a zero of the cosine. Lean supplies the integer j to the characterisation of these zeros.

```lean
/-- The `N`-th cosine harmonic vanishes at every node angle. -/
theorem cos_mul_angle {N : ℕ} (hN : 0 < N) (j : ℕ) :
    Real.cos ((N : ℝ) * angle N j) = 0 := by
  have hN' : (N : ℝ) ≠ 0 := by exact_mod_cast hN.ne'
  rw [Real.cos_eq_zero_iff]
  refine ⟨(j : ℤ), ?_⟩
  rw [Int.cast_natCast]
  unfold angle
  field_simp
```

## (c) Discrete orthogonality

**Task.** For i, j < N, show that

1 + 2 Σ_{k=1}^{N−1} T_k(x_i) T_k(x_j) = N if i = j, and 0 otherwise.

Divided by N, the kernel is the Kronecker delta.

**Solution.** Put D(φ) = 1 + 2 Σ_{k=1}^{N−1} cos kφ. Since

cos kθ_i cos kθ_j = ½[cos k(θ_i−θ_j) + cos k(θ_i+θ_j)],

the left side is ½[D(θ_i−θ_j) + D(θ_i+θ_j)]. If sin Nφ = 0 and sin(φ/2) ≠ 0, part (a) gives D(φ) = −cos Nφ. By (b), sin Nφ = 0 for φ = θ_i ± θ_j. With s_i = sin Nθ_i,

D(θ_i+θ_j) = s_i s_j,

D(θ_i−θ_j) = −s_i s_j for i ≠ j.

The division by sin(φ/2) is allowed: all angles lie strictly between 0 and π, so half the sum does too, and half the difference lies between −π/2 and π/2 and vanishes only for i = j. Thus the kernel is 0 for i ≠ j. For i = j, D(0) = 2N−1 and D(2θ_i) = s_i² = 1, and half their sum is N.

In the code, `bounds` locates the angles, `hprod` is the product formula, and `hplus` and `hminus` are the two values of D.

```lean
/-- Discrete orthogonality: the Chebyshev kernel between two nodes is `N` if they coincide
and zero otherwise. -/
theorem node_orthogonality {N i j : ℕ} (hi : i < N) (hj : j < N) :
    1 + 2 * ∑ k ∈ Finset.Ico 1 N,
      (T ℝ (k : ℤ)).eval (node N i) * (T ℝ (k : ℤ)).eval (node N j)
      = if i = j then (N : ℝ) else 0 := by
  have hN1 : 1 ≤ N := by omega
  have hN : (0 : ℝ) < N := by exact_mod_cast hN1
  have bounds : ∀ l < N, 0 < angle N l ∧ angle N l < π := by
    intro l hl
    have h : (l : ℝ) + 1 ≤ N := by exact_mod_cast hl
    have hpi := Real.pi_pos
    unfold angle
    constructor
    · positivity
    · rw [div_lt_iff₀ (by positivity)]
      nlinarith [mul_nonneg hpi.le (sub_nonneg.2 h)]
  obtain ⟨a0, a1⟩ := bounds i hi
  obtain ⟨b0, b1⟩ := bounds j hj
  have ci := cos_mul_angle hN1 i
  have cj := cos_mul_angle hN1 j
  have D : ∀ φ : ℝ, Real.sin (φ / 2) ≠ 0 → Real.sin ((N : ℝ) * φ) = 0 →
      1 + 2 * ∑ k ∈ Finset.Ico 1 N, Real.cos ((k : ℝ) * φ) = -Real.cos ((N : ℝ) * φ) := by
    intro φ h0 hs
    have h := sin_mul_cosine_sum hN1 φ
    rw [Real.sin_sub, hs] at h
    apply mul_left_cancel₀ h0
    linear_combination h
  -- products of cosines become cosines of the difference and the sum of the angles
  have hprod : ∑ k ∈ Finset.Ico 1 N,
      (T ℝ (k : ℤ)).eval (node N i) * (T ℝ (k : ℤ)).eval (node N j)
      = (∑ k ∈ Finset.Ico 1 N, Real.cos ((k : ℝ) * (angle N i - angle N j))
        + ∑ k ∈ Finset.Ico 1 N, Real.cos ((k : ℝ) * (angle N i + angle N j))) / 2 := by
    rw [← Finset.sum_add_distrib, Finset.sum_div]
    refine Finset.sum_congr rfl fun k _ => ?_
    simp only [node, T_real_cos, Int.cast_natCast, mul_sub, mul_add, Real.cos_sub, Real.cos_add]
    ring
  have hplus := D (angle N i + angle N j)
    (Real.sin_pos_of_pos_of_lt_pi (by linarith) (by linarith)).ne'
    (by rw [mul_add, Real.sin_add, ci, cj]; ring)
  rw [mul_add, Real.cos_add, ci] at hplus
  split_ifs with h
  · subst h
    have hs := Real.sin_sq_add_cos_sq ((N : ℝ) * angle N i)
    rw [ci] at hs
    have hc : ∑ k ∈ Finset.Ico 1 N, Real.cos ((k : ℝ) * (angle N i - angle N i))
        = (N : ℝ) - 1 := by
      simp only [sub_self, mul_zero, Real.cos_zero, Finset.sum_const, Nat.card_Ico,
        nsmul_eq_mul, mul_one]
      rw [Nat.cast_sub hN1, Nat.cast_one]
    rw [hprod, hc]
    linear_combination hplus / 2 + hs / 2
  · have hne : Real.sin ((angle N i - angle N j) / 2) ≠ 0 := by
      intro h0
      rw [Real.sin_eq_zero_iff_of_lt_of_lt (by linarith) (by linarith)] at h0
      have e : angle N i = angle N j := by linarith
      unfold angle at e
      rw [div_left_inj' (by positivity)] at e
      have e' := mul_right_cancel₀ Real.pi_ne_zero e
      have e'' : (i : ℝ) = j := by linarith
      exact h (by exact_mod_cast e'')
    have hminus := D _ hne (by rw [mul_sub, Real.sin_sub, ci, cj]; ring)
    rw [mul_sub, Real.cos_sub, ci] at hminus
    rw [hprod]
    linear_combination hplus / 2 + hminus / 2
```

## (d) A degree bound for T_n

**Task.** Show that T_n has degree at most n.

**Solution.** T_0 = 1 and T_1 = X. In T_{n+2} = 2X T_{n+1} − T_n, the first term has degree at most n+2 and the second at most n. The induction carries two consecutive bounds because the recurrence needs both.

```lean
/-- The Chebyshev polynomial `T_n` has degree at most `n`. -/
theorem natDegree_T_le (n : ℕ) : (T ℝ (n : ℤ)).natDegree ≤ n := by
  have h : ∀ n : ℕ, (T ℝ (n : ℤ)).natDegree ≤ n ∧
      (T ℝ ((n + 1 : ℕ) : ℤ)).natDegree ≤ n + 1 := by
    intro n
    induction n with
    | zero => simp [T_zero, T_one]
    | succ n ih =>
      refine ⟨ih.2, ?_⟩
      have e : T ℝ ((n + 1 + 1 : ℕ) : ℤ)
          = 2 * X * T ℝ ((n + 1 : ℕ) : ℤ) - T ℝ (n : ℤ) := by
        have h2 : ((n + 1 + 1 : ℕ) : ℤ) = (n : ℤ) + 2 := by omega
        have h1 : ((n + 1 : ℕ) : ℤ) = (n : ℤ) + 1 := by omega
        rw [h2, h1]
        exact T_add_two ℝ (n : ℤ)
      have hX : (2 * X : ℝ[X]).natDegree ≤ 1 := by compute_degree
      rw [e]
      exact (natDegree_sub_le_of_le (natDegree_mul_le_of_le hX ih.2) ih.1).trans (by omega)
  exact (h n).1
```

## (e) The reconstruction as a Chebyshev series

**Task.** Show that

I_f(x) = c_0(f) + 2 Σ_{k=1}^{N−1} c_k(f) T_k(x).

**Solution.** Exchange the finite sums over j and k, and use T_0 = 1 for the first term. `Finset.sum_comm` performs the exchange. This statement and (h) also admit N = 0, where the sums over j are empty and both sides are zero.

```lean
/-- The reconstruction is the Chebyshev series with coefficient `c_0` for `k = 0` and `2 c_k` for `1
≤ k < N`, where `c_k` is the discrete transform of the data. -/
theorem interpolant_eq_series (N : ℕ) (f : ℕ → ℝ) (x : ℝ) :
    interpolant N f x = chebCoeff N f 0
      + 2 * ∑ k ∈ Finset.Ico 1 N, chebCoeff N f k * (T ℝ (k : ℤ)).eval x := by
  simp only [interpolant, chebCoeff, mul_add, Finset.sum_add_distrib, Finset.mul_sum,
    Finset.sum_mul]
  congr 1
  · simp only [Nat.cast_zero, T_zero, eval_one]
  · rw [Finset.sum_comm]
    exact Finset.sum_congr rfl fun k _ => Finset.sum_congr rfl fun j _ => by ring
```

## (f) Arbitrary data are reproduced at the nodes

**Task.** Show that I_f(x_i) = f_i for i < N.

**Solution.** At x = x_i, part (c) removes every term with j ≠ i. The remaining one is (1/N) f_i N = f_i.

```lean
/-- The reconstruction reproduces arbitrary data at the nodes. -/
theorem interpolant_node {N i : ℕ} (hi : i < N) (f : ℕ → ℝ) :
    interpolant N f (node N i) = f i := by
  have hN : (N : ℝ) ≠ 0 := by
    have : N ≠ 0 := by omega
    exact_mod_cast this
  unfold interpolant
  rw [Finset.sum_eq_single i]
  · rw [node_orthogonality hi hi, if_pos rfl]
    field_simp
  · intro j hj hji
    rw [node_orthogonality (Finset.mem_range.1 hj) hi, if_neg hji, mul_zero]
  · intro h
    exact absurd (Finset.mem_range.2 hi) h
```

## (g) Recovery of the polynomial at every real x

**Task.** Prove the opening formula.

**Solution.** Take f_j = p(x_j). By (e), I_f is the polynomial

Q = c_0(f) T_0 + Σ_{k=1}^{N−1} 2c_k(f) T_k,

and by (d) its degree is below N. By (f), Q and p agree at all nodes. The nodes are distinct: apply (f) to the data f_l = l, so that x_i = x_j forces i = j. Hence p − Q has degree below N and N distinct zeros, so p = Q.

The Lean hypothesis is `p.natDegree < N`, which already forces N ≥ 1. For N = 1 the only node is 0, p is constant, and the formula reads p(x) = p(0). Had the hypothesis used `degree`, which is −∞ for the zero polynomial, it would also have admitted N = 0 with p = 0; nothing would change for N ≥ 1.

```lean
/-- A real polynomial of degree below `N` is recovered at every real `x` from its values at the
`N` Chebyshev nodes. -/
theorem chebyshev_reconstruction {N : ℕ} {p : ℝ[X]} (hp : p.natDegree < N) (x : ℝ) :
    p.eval x = (1 / (N : ℝ)) * ∑ j ∈ Finset.range N, p.eval (node N j) *
      (1 + 2 * ∑ k ∈ Finset.Ico 1 N,
        (T ℝ (k : ℤ)).eval (node N j) * (T ℝ (k : ℤ)).eval x) := by
  change p.eval x = interpolant N (fun j => p.eval (node N j)) x
  generalize hf : (fun j => p.eval (node N j)) = f
  -- the reconstruction is itself a polynomial `Q` of degree below `N`
  obtain ⟨Q, hQ⟩ : ∃ Q : ℝ[X], Q = chebCoeff N f 0 • T ℝ ((0 : ℕ) : ℤ)
      + ∑ k ∈ Finset.Ico 1 N, (2 * chebCoeff N f k) • T ℝ (k : ℤ) := ⟨_, rfl⟩
  have hev : ∀ y, Q.eval y = interpolant N f y := by
    intro y
    rw [interpolant_eq_series, hQ]
    simp only [eval_add, eval_smul, eval_finsetSum, smul_eq_mul, Nat.cast_zero, T_zero,
      eval_one, mul_one, Finset.mul_sum, mul_assoc]
  have hdeg : ∀ q : ℝ[X], q.natDegree < N → q.degree < (N : WithBot ℕ) := fun q hq =>
    lt_of_le_of_lt degree_le_natDegree (by exact_mod_cast hq)
  have hT : ∀ k < N, T ℝ (k : ℤ) ∈ degreeLT ℝ N := fun k hk =>
    mem_degreeLT.2 (hdeg _ (lt_of_le_of_lt (natDegree_T_le k) hk))
  have hQdeg : Q.degree < (N : WithBot ℕ) := by
    rw [← mem_degreeLT (R := ℝ), hQ]
    exact Submodule.add_mem _ (Submodule.smul_mem _ _ (hT 0 (by omega)))
      (Submodule.sum_mem _ fun k hk => Submodule.smul_mem _ _ (hT k (Finset.mem_Ico.1 hk).2))
  -- the nodes are distinct, since arbitrary data can be reproduced on them
  have hinj : Set.InjOn (node N) (Finset.range N : Set ℕ) := by
    intro i hi j hj hij
    have h1 := interpolant_node (Finset.mem_range.1 hi) (fun l => (l : ℝ))
    have h2 := interpolant_node (Finset.mem_range.1 hj) (fun l => (l : ℝ))
    rw [hij, h2] at h1
    exact_mod_cast h1.symm
  have hpQ : p = Q := by
    refine eq_of_degrees_lt_of_eval_index_eq (s := Finset.range N) (v := node N) hinj
      (by rw [Finset.card_range]; exact hdeg p hp)
      (by rw [Finset.card_range]; exact hQdeg) ?_
    intro i hi
    rw [hev, interpolant_node (Finset.mem_range.1 hi), ← hf]
  rw [← hev, ← hpQ]
```

## (h) A discrete Parseval identity

**Task.** For any two data sets f and g, show that

(1/N) Σ_{j=0}^{N−1} f_j g_j = c_0(f) c_0(g) + 2 Σ_{k=1}^{N−1} c_k(f) c_k(g).

**Solution.** By (e) and (f), g_j = c_0(g) + 2 Σ_{k=1}^{N−1} c_k(g) T_k(x_j). Insert this on the left and sum over j first; each sum over j is a coefficient of f. The auxiliary statement `key` does this summation for general coefficients d_k.

```lean
/-- Discrete Parseval identity: the mean product of two data sets on the nodes is the weighted
sum of products of their transform coefficients. -/
theorem discrete_parseval (N : ℕ) (f g : ℕ → ℝ) :
    (1 / (N : ℝ)) * ∑ j ∈ Finset.range N, f j * g j
      = chebCoeff N f 0 * chebCoeff N g 0
        + 2 * ∑ k ∈ Finset.Ico 1 N, chebCoeff N f k * chebCoeff N g k := by
  have key : ∀ d : ℕ → ℝ, (1 / (N : ℝ)) * ∑ j ∈ Finset.range N, f j *
      (d 0 + 2 * ∑ k ∈ Finset.Ico 1 N, d k * (T ℝ (k : ℤ)).eval (node N j))
      = chebCoeff N f 0 * d 0 + 2 * ∑ k ∈ Finset.Ico 1 N, chebCoeff N f k * d k := by
    intro d
    simp only [chebCoeff, mul_add, Finset.sum_add_distrib, Finset.mul_sum, Finset.sum_mul]
    congr 1
    · refine Finset.sum_congr rfl fun j _ => ?_
      simp only [Nat.cast_zero, T_zero, eval_one]
      ring
    · rw [Finset.sum_comm]
      exact Finset.sum_congr rfl fun k _ => Finset.sum_congr rfl fun j _ => by ring
  -- expand the second data set in its own Chebyshev series
  rw [← key (chebCoeff N g)]
  congr 1
  refine Finset.sum_congr rfl fun j hj => ?_
  rw [← interpolant_eq_series, interpolant_node (Finset.mem_range.1 hj)]
```

## (i) Degree N is too high

**Task.** For N > 0, show that T_N has degree N and T_N(1) = 1, while its reconstruction from the N nodes is identically zero.

**Solution.** T_N(x_j) = cos Nθ_j = 0 by (b), so all samples vanish and so does the reconstruction. Also T_N(1) = cos 0 = 1. The degree is at most N by (d); if it were smaller, (g) at x = 1 would give 1 = 0. On this grid T_N cannot be told apart from the zero function.

```lean
/-- The degree bound is sharp: `T_N` has degree `N` and value `1` at `x = 1`, but its
reconstruction from the `N` nodes is identically zero. -/
theorem degree_bound_sharp {N : ℕ} (hN : 0 < N) :
    (T ℝ (N : ℤ)).natDegree = N ∧ (T ℝ (N : ℤ)).eval 1 = 1 ∧
      ∀ x, interpolant N (fun j => (T ℝ (N : ℤ)).eval (node N j)) x = 0 := by
  have h1 : (T ℝ (N : ℤ)).eval 1 = 1 := by
    rw [← Real.cos_zero, T_real_cos, mul_zero]
  have h0 : ∀ x, interpolant N (fun j => (T ℝ (N : ℤ)).eval (node N j)) x = 0 := by
    intro x
    unfold interpolant
    rw [Finset.sum_eq_zero, mul_zero]
    intro j _
    have hz : (T ℝ (N : ℤ)).eval (node N j) = 0 := by
      rw [node, T_real_cos, Int.cast_natCast, cos_mul_angle hN]
    exact mul_eq_zero_of_left hz _
  refine ⟨le_antisymm (natDegree_T_le N) (not_lt.1 fun h => ?_), h1, h0⟩
  -- a smaller degree would contradict the reconstruction theorem at `x = 1`
  have h2 : (T ℝ (N : ℤ)).eval 1
      = interpolant N (fun j => (T ℝ (N : ℤ)).eval (node N j)) 1 :=
    chebyshev_reconstruction h 1
  rw [h1, h0] at h2
  exact one_ne_zero h2

end

end DiscreteChebyshevTransform
```

```lean
#print axioms DiscreteChebyshevTransform.chebyshev_reconstruction
#print axioms DiscreteChebyshevTransform.discrete_parseval
#print axioms DiscreteChebyshevTransform.degree_bound_sharp
```

```
'DiscreteChebyshevTransform.chebyshev_reconstruction' depends on axioms: [propext, Classical.choice, Quot.sound]
'DiscreteChebyshevTransform.discrete_parseval' depends on axioms: [propext, Classical.choice, Quot.sound]
'DiscreteChebyshevTransform.degree_bound_sharp' depends on axioms: [propext, Classical.choice, Quot.sound]
```
